# The zero-point energy and the fundamental of a Morse oscillator have different harmonic scale factors

The zero-point energy and the fundamental of an anharmonic bond are compared here with their harmonic values. Each energy level comes from an explicit square-integrable wavefunction satisfying the Schrödinger equation, rather than from a quoted level formula. The bond is a single one-dimensional Morse oscillator with at least two bound states, and its exact-to-harmonic ratios are \(1-1/(4k)\) for the zero-point energy and \(1-1/k\) for the fundamental.

The parameter \(k\) is not a force constant. For well depth \(D\), range parameter \(\alpha\) and reduced mass \(\mu\), it is \(k=\sqrt{2\mu D}/(\hbar\alpha)\). The coordinate \(x\) is the displacement from equilibrium times \(\alpha\) and runs over the whole real line. Energies are measured from the potential minimum in units of \(\hbar^2\alpha^2/\mu\), so the dissociation limit lies at \(k^2/2\).

In Lean 4 with Mathlib:

```lean
import Mathlib

open Real MeasureTheory Set

namespace MorseScaleFactors

noncomputable section

/-- The Morse variable `z = 2k exp(-x)`. -/
def z (k x : ℝ) : ℝ := 2 * k * exp (-x)

/-- The Morse potential `(k²/2)(1 - exp(-x))²`. -/
def potential (k x : ℝ) : ℝ := k ^ 2 / 2 * (1 - exp (-x)) ^ 2

/-- The Morse Hamiltonian `-f''/2 + V f`, for twice differentiable `f`. -/
def hamiltonian (k : ℝ) (f : ℝ → ℝ) (x : ℝ) : ℝ :=
  -(deriv (deriv f) x) / 2 + potential k x * f x
```

## What makes a function a bound state

`IsBoundState k f E` says that `f` is a bound state of energy `E`, through four conditions.

- `smooth` asks for two continuous derivatives, as a smooth potential requires. Without it, `deriv` could return its default value 0 at a kink.
- `nonzero` excludes the zero function, which solves the eigenvalue equation for every `E`.
- `normalizable` excludes scattering and threshold solutions.
- `eigen` is the Schrödinger equation at every point.

```lean
/-- A bound state of energy `E`: a smooth enough, nonzero, square-integrable
eigenfunction of the Morse Hamiltonian. -/
structure IsBoundState (k : ℝ) (f : ℝ → ℝ) (E : ℝ) : Prop where
  smooth : ContDiff ℝ 2 f
  nonzero : ∃ x, f x ≠ 0
  normalizable : Integrable (fun x => f x ^ 2)
  eigen : ∀ x, hamiltonian k f x = E * f x
```

## Positive k: a positive variable z and a closed algebra

For \(k>0\) the variable \(z=2ke^{-x}\) is positive, so its real powers are smooth. Write \(\varphi_a=z^ae^{-z/2}\), which is `profile k a`. The two candidate states are \(\varphi_{k-1/2}\) and \((2k-2-z)\varphi_{k-3/2}\).

```lean
/-- The profile `z^a exp(-z/2)`, for `k > 0`. -/
def profile (k a x : ℝ) : ℝ := z k x ^ a * exp (-z k x / 2)

/-- The function `z^(k-1/2) exp(-z/2)`, for `k > 0`. -/
def ground (k : ℝ) : ℝ → ℝ := profile k (k - 1 / 2)

/-- The function `z^(k-3/2) (2k-2-z) exp(-z/2)`, for `k > 0`. -/
def excited (k x : ℝ) : ℝ := (2 * k - 2 - z k x) * profile k (k - 3 / 2) x

/-- The harmonic frequency at unit mass: the square root of the curvature of the
potential at `x = 0`. -/
def harmonicFrequency (k : ℝ) : ℝ := √(deriv (deriv (potential k)) 0)
```

Since \(z'=-z\) and \(z\varphi_a=\varphi_{a+1}\),

\[
\varphi_a'=-a\varphi_a+\tfrac12\varphi_{a+1},\qquad
\varphi_a''=a^2\varphi_a-(a+\tfrac12)\varphi_{a+1}+\tfrac14\varphi_{a+2}.
\]

The potential is \(V=k^2/2-kz/2+z^2/8\). In \(H\varphi_a=-\varphi_a''/2+V\varphi_a\) the \(\varphi_{a+2}\) terms cancel:

\[
H\varphi_a=\frac{k^2-a^2}{2}\varphi_a+\frac{a+\frac12-k}{2}\varphi_{a+1}.
\]

The next three lemmas are these steps: `profile_succ` raises the exponent, `hasDerivAt_profile` gives the slope, and `hamiltonian_profile` applies the slope formula twice and inserts the quadratic form of \(V\).

```lean
/-- For `k > 0`, raising the exponent of a profile by one multiplies it by `z`. -/
theorem profile_succ {k : ℝ} (hk : 0 < k) (a x : ℝ) :
    profile k (a + 1) x = z k x * profile k a x := by
  have hz : z k x ≠ 0 := by unfold z; positivity
  unfold profile
  rw [rpow_add_one hz]
  ring

/-- For `k > 0`, the slope of a profile is a combination of the profile and the next one. -/
theorem hasDerivAt_profile {k : ℝ} (hk : 0 < k) (a x : ℝ) :
    HasDerivAt (profile k a) (-a * profile k a x + profile k (a + 1) x / 2) x := by
  have hz : z k x ≠ 0 := by unfold z; positivity
  have dz : HasDerivAt (z k) (-z k x) x :=
    (((hasDerivAt_neg' x).exp).const_mul (2 * k)).congr_deriv (by unfold z; ring)
  have e : z k x * z k x ^ (a - 1) = z k x ^ a := by
    rw [rpow_sub_one hz]
    field_simp
  have h := (dz.rpow_const (p := a) (Or.inl hz)).fun_mul (dz.fun_neg.div_const 2).exp
  refine h.congr_deriv ?_
  rw [profile_succ hk]
  unfold profile
  linear_combination (-a * exp (-z k x / 2)) * e

/-- For `k > 0`, the Morse Hamiltonian sends the profile with exponent `a` to a combination
of those with exponents `a` and `a + 1`. -/
theorem hamiltonian_profile {k : ℝ} (hk : 0 < k) (a x : ℝ) :
    hamiltonian k (profile k a) x =
      (k ^ 2 - a ^ 2) / 2 * profile k a x + (a + 1 / 2 - k) / 2 * profile k (a + 1) x := by
  have h1 : deriv (profile k a) = fun y => -a * profile k a y + profile k (a + 1) y / 2 :=
    funext fun y => (hasDerivAt_profile hk a y).deriv
  have h2 := ((hasDerivAt_profile hk a x).const_mul (-a)).fun_add
    ((hasDerivAt_profile hk (a + 1) x).div_const 2)
  -- the potential is a quadratic polynomial in z
  have hV : potential k x = k ^ 2 / 2 - k * z k x / 2 + z k x ^ 2 / 8 := by
    unfold potential z
    ring
  unfold hamiltonian
  rw [h1, h2.deriv, hV]
  simp only [profile_succ hk]
  ring
```

## k > 3/2: a one-node state that can be normalised

At \(a=k-\frac12\) the second term of \(H\varphi_a\) vanishes, leaving the energy

\[
E_0=\tfrac12\left[k^2-(k-\tfrac12)^2\right]=\frac k2-\frac18 .
\]

For the other state put \(b=k-\frac32\) and \(\chi=(2k-2)\varphi_b-\varphi_{b+1}\). With \(E_1=(k^2-b^2)/2=3k/2-9/8\),

\[
H\varphi_b=E_1\varphi_b-\tfrac12\varphi_{b+1},\qquad H\varphi_{b+1}=E_0\varphi_{b+1},
\]

\[
H\chi=(2k-2)E_1\varphi_b-(k-1+E_0)\varphi_{b+1}=E_1\chi,
\]

because \(k-1+E_0=E_1\).

This algebra needs only \(k>0\); normalisation asks for more. Now let \(a\) and \(b\) be any two exponents with a positive sum. Substituting \(z\), with \(dx=dz/z\) in absolute value,

\[
\int_{-\infty}^{\infty}\varphi_a\varphi_b\,dx=\int_0^\infty z^{a+b-1}e^{-z}\,dz=\Gamma(a+b),\qquad a+b>0 .
\]

`integrable_profile_mul` proves the convergence by showing that \(z\) maps the line one-to-one onto \((0,\infty)\) and transferring Mathlib's Gamma integral.

```lean
/-- For `k > 0`, the product of two profiles is integrable over the line if their exponents
have a positive sum. -/
theorem integrable_profile_mul {k a b : ℝ} (hk : 0 < k) (hab : 0 < a + b) :
    Integrable (fun x => profile k a x * profile k b x) := by
  have hz : ∀ x, 0 < z k x := fun x => by unfold z; positivity
  have dz : ∀ x, HasDerivAt (z k) (-z k x) x := fun x =>
    (((hasDerivAt_neg' x).exp).const_mul (2 * k)).congr_deriv (by unfold z; ring)
  have himg : z k '' univ = Ioi 0 := by
    ext y
    constructor
    · rintro ⟨x, _, rfl⟩
      exact hz x
    · intro hy
      have hy' : 0 < y := hy
      refine ⟨-log (y / (2 * k)), trivial, ?_⟩
      unfold z
      rw [neg_neg, exp_log (by positivity)]
      field_simp
  have hinj : InjOn (z k) univ := by
    intro u _ v _ h
    unfold z at h
    have h' := exp_injective (mul_left_cancel₀ (by positivity : 2 * k ≠ 0) h)
    linarith
  -- substitute z in the Gamma integral
  have key := (integrableOn_image_iff_integrableOn_abs_deriv_smul (f' := fun x => -z k x)
    MeasurableSet.univ (fun x _ => (dz x).hasDerivWithinAt) hinj
    (fun y => exp (-y) * y ^ (a + b - 1))).1 (by
      rw [himg]
      exact Real.GammaIntegral_convergent hab)
  rw [integrableOn_univ] at key
  refine key.congr (Filter.Eventually.of_forall fun x => ?_)
  have hne := (hz x).ne'
  have he : exp (-z k x) = exp (-z k x / 2) * exp (-z k x / 2) := by
    rw [← exp_add]
    congr 1
    ring
  simp only [abs_neg, abs_of_pos (hz x), smul_eq_mul, profile]
  rw [rpow_sub_one hne, rpow_add (hz x), he]
  field_simp
```

For the first state the exponent sum is \(2k-1\), so \(k>\frac12\) suffices. The proof checks the four conditions in turn.

```lean
/-- For `k > 1/2`, `z^(k-1/2) exp(-z/2)` is a bound state with energy `k/2 - 1/8`. -/
theorem ground_isBoundState {k : ℝ} (hk : 1 / 2 < k) :
    IsBoundState k (ground k) (k / 2 - 1 / 8) := by
  have k0 : 0 < k := by linarith
  have hz : ∀ x, 0 < z k x := fun x => by unfold z; positivity
  have cz : ContDiff ℝ 2 (z k) := contDiff_const.mul (Real.contDiff_exp.comp contDiff_neg)
  refine ⟨?_, ⟨0, ?_⟩, ?_, fun x => ?_⟩
  · exact (cz.rpow_const_of_ne fun x => (hz x).ne').mul (cz.neg.div_const 2).exp
  · exact (mul_pos (rpow_pos_of_pos (hz 0) _) (exp_pos _)).ne'
  · simp only [pow_two]
    exact integrable_profile_mul k0 (by linarith)
  · unfold ground
    rw [hamiltonian_profile k0]
    ring
```

For the second state, \(\chi^2\) expands into three such products. The smallest exponent sum is \(2k-3\), which is positive exactly when \(k>\frac32\). The last part of the proof combines the two equations for \(H\varphi_b\) and \(H\varphi_{b+1}\), with \(b=k-\frac32\) again.

```lean
/-- For `k > 3/2`, `z^(k-3/2) (2k-2-z) exp(-z/2)` is a bound state with energy
`3k/2 - 9/8`. -/
theorem excited_isBoundState {k : ℝ} (hk : 3 / 2 < k) :
    IsBoundState k (excited k) (3 * k / 2 - 9 / 8) := by
  have k0 : 0 < k := by linarith
  have hz : ∀ x, 0 < z k x := fun x => by unfold z; positivity
  have cz : ContDiff ℝ 2 (z k) := contDiff_const.mul (Real.contDiff_exp.comp contDiff_neg)
  have hex : excited k = fun x =>
      (2 * k - 2) * profile k (k - 3 / 2) x - profile k (k - 3 / 2 + 1) x := by
    funext x
    rw [profile_succ k0]
    unfold excited
    ring
  refine ⟨?_, ⟨0, ?_⟩, ?_, fun x => ?_⟩
  · exact (contDiff_const.sub cz).mul
      ((cz.rpow_const_of_ne fun x => (hz x).ne').mul (cz.neg.div_const 2).exp)
  · refine mul_ne_zero ?_ (mul_pos (rpow_pos_of_pos (hz 0) _) (exp_pos _)).ne'
    have h0 : z k 0 = 2 * k := by simp [z]
    rw [h0]
    norm_num
  · -- expand the square into three Gamma-type integrands
    have i1 := integrable_profile_mul (a := k - 3 / 2) (b := k - 3 / 2) k0 (by linarith)
    have i2 := integrable_profile_mul (a := k - 3 / 2) (b := k - 3 / 2 + 1) k0 (by linarith)
    have i3 := integrable_profile_mul (a := k - 3 / 2 + 1) (b := k - 3 / 2 + 1) k0
      (by linarith)
    refine (((i1.const_mul ((2 * k - 2) ^ 2)).sub (i2.const_mul (2 * (2 * k - 2)))).add
      i3).congr (Filter.Eventually.of_forall fun x => ?_)
    simp only [Pi.add_apply, Pi.sub_apply, hex]
    ring
  · have d1 : ∀ a y, DifferentiableAt ℝ (profile k a) y := fun a y =>
      (hasDerivAt_profile k0 a y).differentiableAt
    have d2 : ∀ a y, DifferentiableAt ℝ (deriv (profile k a)) y := fun a y => by
      rw [funext fun t => (hasDerivAt_profile k0 a t).deriv]
      exact (((hasDerivAt_profile k0 a y).const_mul (-a)).fun_add
        ((hasDerivAt_profile k0 (a + 1) y).div_const 2)).differentiableAt
    have h1 : deriv (excited k) = fun y => (2 * k - 2) * deriv (profile k (k - 3 / 2)) y
        - deriv (profile k (k - 3 / 2 + 1)) y := by
      funext y
      rw [hex]
      exact (((d1 _ y).hasDerivAt.const_mul (2 * k - 2)).fun_sub (d1 _ y).hasDerivAt).deriv
    have h2 := (((d2 (k - 3 / 2) x).hasDerivAt.const_mul (2 * k - 2)).fun_sub
      (d2 (k - 3 / 2 + 1) x).hasDerivAt).deriv
    have e1 := hamiltonian_profile k0 (k - 3 / 2) x
    have e2 := hamiltonian_profile k0 (k - 3 / 2 + 1) x
    unfold hamiltonian at e1 e2 ⊢
    rw [h1, h2, hex]
    simp only [profile_succ k0] at e1 e2 ⊢
    linear_combination (2 * k - 2) * e1 - e2
```

At \(k=\frac32\) the second function is \((1-z)e^{-z/2}\). It still solves the equation, with energy \(9/8=k^2/2\), but it tends to 1 as \(x\to\infty\) and is not square-integrable. The level has reached the dissociation limit, so `3 / 2 < k` cannot be relaxed to \(k\ge\frac32\) in `excited_isBoundState`.

The functions in the code are unnormalised. Dividing them by \(\sqrt{\Gamma(2k-1)}\) and \(\sqrt{(2k-2)\Gamma(2k-3)}\) respectively gives unit norm.

## k > 1: a node at finite distance

The first function is positive everywhere. The second vanishes only where \(z=2k-2\), that is, at \(x=\log(k/(k-1))\), which requires \(k>1\). At \(k=1\) the second function is minus the first and has no node.

```lean
/-- For `k > 1`, the first function has no node and the second has exactly one, at
`x = log (k/(k-1))`. -/
theorem nodes {k : ℝ} (hk : 1 < k) :
    (∀ x, 0 < ground k x) ∧ ∀ x, excited k x = 0 ↔ x = log (k / (k - 1)) := by
  have k0 : 0 < k := by linarith
  have k1 : 0 < k - 1 := by linarith
  have hp : ∀ a x, 0 < profile k a x := fun a x =>
    mul_pos (rpow_pos_of_pos (by unfold z; positivity) _) (exp_pos _)
  refine ⟨fun x => hp _ x, fun x => ⟨fun h => ?_, fun h => ?_⟩⟩
  · have h' : 2 * k - 2 - z k x = 0 := (mul_eq_zero.1 h).resolve_right (hp _ x).ne'
    have hinv : exp (-x) * exp x = 1 := by rw [← exp_add]; simp
    have hx : exp x = k / (k - 1) := by
      rw [eq_div_iff k1.ne']
      unfold z at h'
      linear_combination (exp x / 2) * h' + k * hinv
    rw [← hx, log_exp]
  · have h' : 2 * k - 2 - z k x = 0 := by
      unfold z
      rw [h, exp_neg, exp_log (div_pos k0 k1), inv_div]
      field_simp
      ring
    unfold excited
    rw [h', zero_mul]
```

The node count identifies the two states as the ground and first excited levels through the oscillation theorem for one-dimensional Schrödinger operators, which is taken from the textbooks and not proved in the code.

## The harmonic reference

Differentiating the potential twice gives

\[
V'=k^2(1-e^{-x})e^{-x},\qquad V''(0)=k^2,
\]

so the harmonic frequency at unit mass is \(\omega=k\). The sign of \(k\) matters here: for negative \(k\) the square root would be \(-k\).

```lean
/-- For `k > 0`, the harmonic frequency of the Morse potential is `k`. -/
theorem harmonicFrequency_eq {k : ℝ} (hk : 0 < k) : harmonicFrequency k = k := by
  have he : ∀ y : ℝ, HasDerivAt (fun t => exp (-t)) (-exp (-y)) y := fun y =>
    ((hasDerivAt_neg' y).exp).congr_deriv (by ring)
  have hV : potential k = fun y => k ^ 2 / 2 * ((1 - exp (-y)) * (1 - exp (-y))) := by
    funext y
    unfold potential
    ring
  have h1 : deriv (potential k) = fun y => k ^ 2 * ((1 - exp (-y)) * exp (-y)) := by
    funext y
    rw [hV, ((((he y).const_sub 1).fun_mul ((he y).const_sub 1)).const_mul (k ^ 2 / 2)).deriv]
    ring
  have h2 : deriv (deriv (potential k)) 0 = k ^ 2 := by
    rw [h1, ((((he 0).const_sub 1).fun_mul (he 0)).const_mul (k ^ 2)).deriv]
    simp
  unfold harmonicFrequency
  rw [h2, sqrt_sq hk.le]
```

## Energies that belong to the two states

The main theorem takes arbitrary numbers `E₀` and `E₁`, with hypotheses `h₀` and `h₁` saying that they are the energies of the two functions. At a point where the function is nonzero, two eigenvalue equations for it can be compared and the function cancelled, which fixes the energy. Then

\[
\frac{E_0}{\omega/2}=1-\frac1{4k},\qquad \frac{E_1-E_0}{\omega}=\frac{k-1}{k}=1-\frac1k,
\]

and the second ratio is smaller because \(1/(4k)<1/k\).

```lean
/-- For `k > 3/2`, let `E₀` and `E₁` be the energies of the nodeless and the one-node state.
The exact-to-harmonic ratio is `1 - 1/(4k)` for the zero-point energy and `1 - 1/k` for the
fundamental, and the latter is smaller. -/
theorem scale_factors {k E₀ E₁ : ℝ} (hk : 3 / 2 < k)
    (h₀ : IsBoundState k (ground k) E₀) (h₁ : IsBoundState k (excited k) E₁) :
    E₀ / (harmonicFrequency k / 2) = 1 - 1 / (4 * k) ∧
      (E₁ - E₀) / harmonicFrequency k = 1 - 1 / k ∧
      (E₁ - E₀) / harmonicFrequency k < E₀ / (harmonicFrequency k / 2) := by
  have k0 : 0 < k := by linarith
  -- a nonzero eigenfunction fixes its energy
  have e₀ : E₀ = k / 2 - 1 / 8 := by
    obtain ⟨x, hx⟩ := h₀.nonzero
    exact mul_right_cancel₀ hx
      ((h₀.eigen x).symm.trans ((ground_isBoundState (by linarith)).eigen x))
  have e₁ : E₁ = 3 * k / 2 - 9 / 8 := by
    obtain ⟨x, hx⟩ := h₁.nonzero
    exact mul_right_cancel₀ hx ((h₁.eigen x).symm.trans ((excited_isBoundState hk).eigen x))
  have r₀ : E₀ / (harmonicFrequency k / 2) = 1 - 1 / (4 * k) := by
    rw [harmonicFrequency_eq k0, e₀, div_eq_iff (by positivity)]
    field_simp
    ring
  have r₁ : (E₁ - E₀) / harmonicFrequency k = 1 - 1 / k := by
    rw [harmonicFrequency_eq k0, e₀, e₁, div_eq_iff k0.ne']
    field_simp
    ring
  refine ⟨r₀, r₁, ?_⟩
  rw [r₀, r₁]
  have hlt : 1 / (4 * k) < 1 / k := one_div_lt_one_div_of_lt k0 (by linarith)
  linarith
```

Applying the fundamental's factor to the harmonic zero-point energy gives \((1-1/k)\,k/2=k/2-1/2\), which is \(E_0-3/8\) for every allowed \(k\).

```lean
/-- For `k > 3/2`, scaling the harmonic zero-point energy by the factor of the fundamental
gives a value below the energy `E₀` of the nodeless state by exactly `3/8`. -/
theorem zero_point_error {k E₀ E₁ : ℝ} (hk : 3 / 2 < k)
    (h₀ : IsBoundState k (ground k) E₀) (h₁ : IsBoundState k (excited k) E₁) :
    (E₁ - E₀) / harmonicFrequency k * (harmonicFrequency k / 2) = E₀ - 3 / 8 := by
  have k0 : 0 < k := by linarith
  obtain ⟨r₀, r₁, _⟩ := scale_factors hk h₀ h₁
  rw [harmonicFrequency_eq k0, div_eq_iff (by positivity)] at r₀
  rw [r₁, harmonicFrequency_eq k0, r₀]
  field_simp
  ring

end

end MorseScaleFactors
```

```lean
#print axioms MorseScaleFactors.nodes
-- 'MorseScaleFactors.nodes' depends on axioms: [propext, Classical.choice, Quot.sound]
#print axioms MorseScaleFactors.zero_point_error
-- 'MorseScaleFactors.zero_point_error' depends on axioms: [propext, Classical.choice, Quot.sound]
```

## Scaled frequencies in a thermochemistry calculation

In electronic-structure work, harmonic frequencies from the Hessian are often multiplied by a scale factor, and half their sum is used as the zero-point energy. For one Morse mode with \(k=25\), the harmonic frequency is 25 and the fundamental is 24, so a factor matched to the fundamental is 0.96. The harmonic zero-point energy of 12.5 then becomes 12.0, while the exact value is 12.375, which corresponds to a factor of 0.99. In spectroscopic terms the shortfall of \(3/8\) is \(\tfrac34\omega_ex_e\), where \(\omega_ex_e\) is the anharmonicity constant, here \(\frac12\).

Carrying these ratios over to every mode of a real molecule would treat each vibration as an isolated Morse oscillator. Coupling between modes breaks that assumption, as do vibrations whose potential has another shape, such as a bend with a symmetric potential. Fitted scale factors also absorb errors of the electronic-structure method.
